# The Overlap of α and β Density Matrices Is Stationary under α-Orbital Rotations Exactly When They Commute

The α and β orbitals of an unrestricted determinant may span different spaces, and for given numbers of α and β electrons the overlap of their density matrices then determines the spin contamination. To ask when this overlap is stationary, one must choose the allowed variations: here the β orbitals stay fixed, while the α orbitals are rotated by $e^{tK}$ for real $t$ and any complex anti-Hermitian matrix $K$.

Let $P_a$ and $P_b$ be the α and β density matrices (often written $P^\alpha$, $P^\beta$) in a common finite orthonormal basis of spatial orbitals. They are Hermitian, and for a determinant also idempotent. The overlap is
$$f(t)=\mathrm{tr}(e^{tK}P_ae^{-tK}P_b).$$
It is called stationary when $f'(0)=0$ for every such $K$, and this holds if and only if $P_aP_b=P_bP_a$. For idempotent matrices, the stationary value $\mathrm{tr}(P_aP_b)$ is then a natural number.

## From the commutator to a count of orbitals

At $t=0$ the exponentials have derivatives $K$ and $-K$. The product rule and cyclicity of the trace give
$$f'(0)=\mathrm{tr}(KP_aP_b)-\mathrm{tr}(P_aKP_b)=\mathrm{tr}(KC),\qquad C=P_aP_b-P_bP_a.$$
If $C=0$, this vanishes for every $K$. Conversely, Hermiticity gives $C^\dagger=P_bP_a-P_aP_b=-C$, so $K=C$ is an allowed choice. Stationarity then implies
$$0=-\mathrm{tr}(CC)=\mathrm{tr}(C^\dagger C)=\sum_{ij}|C_{ij}|^2,$$
and hence $C=0$.

Now let $P_a$ and $P_b$ be commuting idempotents, and put $Q=P_aP_b$. Then $P_aQ=Q$ and $P_bQ=P_bP_bP_a=Q$, so every $Qx$ lies in the space $V$ of vectors fixed by both matrices. Since $Q$ also fixes each vector of $V$, it is a projection onto $V$, and $\mathrm{tr}\,Q=\dim V$.

The matrix $1-P_a$ is idempotent and commutes with $P_b$ too. The same argument shows that
$$\mathrm{tr}\,P_b-\mathrm{tr}(P_aP_b)=\mathrm{tr}((1-P_a)P_b)$$
is the dimension of the space occupied in β and empty in α.

For a determinant with at least as many α as β electrons, this difference is the excess of $\langle S^2\rangle$ over $S_z(S_z+1)$, in units of $\hbar^2$. This formula for $\langle S^2\rangle$ is quoted here, not proved; the Lean theorems concern the matrices alone. In a finite-basis unrestricted Hartree–Fock calculation, a non-integer contamination therefore shows that the overlap is not stationary, even if the energy is.

## Overlap, stationarity and the common space in Lean

```lean
import Mathlib

open Matrix
open scoped ComplexOrder Matrix.Norms.Operator

namespace StationarySpinContamination

noncomputable section

variable {n : Type*} [Fintype n] [DecidableEq n]
```

The finite type `n` labels the basis orbitals.

```lean
/-- The overlap `tr(exp(tK) Pa exp(-tK) Pb)` of the α density matrix, rotated by `exp(tK)`,
with the β density matrix. -/
def spinOverlap (K Pa Pb : Matrix n n ℂ) (t : ℝ) : ℂ :=
  trace (NormedSpace.exp (t • K) * Pa * NormedSpace.exp (-(t • K)) * Pb)
```

`spinOverlap` is $f(t)$, with complex values and a real parameter.

```lean
/-- The overlap is stationary when its derivative at `t = 0` is zero for every
anti-Hermitian generator `K` of rotations of the α orbitals. -/
def IsStationary (Pa Pb : Matrix n n ℂ) : Prop :=
  ∀ K : Matrix n n ℂ, Kᴴ = -K → HasDerivAt (spinOverlap K Pa Pb) 0 0
```

The superscript `ᴴ` is the conjugate transpose. In `HasDerivAt (spinOverlap K Pa Pb) 0 0`, the first zero is the derivative and the second is the point $t=0$, so differentiability is part of the definition.

Another model would admit only real antisymmetric $K$, that is, real orbital rotations. For real density matrices the criterion would be the same, because $C$ is then itself real and antisymmetric. For complex ones, only the real part of $C$ would have to vanish. This comparison is an informal argument.

```lean
/-- The space of one-particle vectors left unchanged by both `Pa` and `Pb`. -/
def commonSpace (Pa Pb : Matrix n n ℂ) : Submodule ℂ (n → ℂ) where
  carrier := {x | Pa *ᵥ x = x ∧ Pb *ᵥ x = x}
  zero_mem' := ⟨Matrix.mulVec_zero Pa, Matrix.mulVec_zero Pb⟩
  add_mem' := by
    rintro x y ⟨hxa, hxb⟩ ⟨hya, hyb⟩
    exact ⟨by rw [Matrix.mulVec_add, hxa, hya], by rw [Matrix.mulVec_add, hxb, hyb]⟩
  smul_mem' := by
    rintro c x ⟨hxa, hxb⟩
    exact ⟨by rw [Matrix.mulVec_smul, hxa], by rw [Matrix.mulVec_smul, hxb]⟩
```

`commonSpace` is $V$, given as a subspace; `*ᵥ` applies a matrix to a vector.

## The derivative and the commutation criterion

```lean
/-- The first-order change of the overlap under the rotation generated by `K` is
`tr(K (Pa Pb - Pb Pa))`. -/
theorem hasDerivAt_spinOverlap (K Pa Pb : Matrix n n ℂ) :
    HasDerivAt (spinOverlap K Pa Pb) (trace (K * (Pa * Pb - Pb * Pa))) 0 := by
  have h1 : HasDerivAt (fun t : ℝ => NormedSpace.exp (t • K)) K 0 := by
    have h := hasDerivAt_exp_smul_const K (0 : ℝ)
    simp only [zero_smul, NormedSpace.exp_zero, one_mul] at h
    exact h
  have h2 : HasDerivAt (fun t : ℝ => NormedSpace.exp (-(t • K))) (-K) 0 := by
    have h := hasDerivAt_exp_smul_const (-K) (0 : ℝ)
    simp only [smul_neg, zero_smul, neg_zero, NormedSpace.exp_zero, one_mul] at h
    exact h
  -- the product rule gives the commutator of `K` with the α density matrix
  have h3 : HasDerivAt
      (fun t : ℝ => NormedSpace.exp (t • K) * Pa * NormedSpace.exp (-(t • K)) * Pb)
      ((K * Pa - Pa * K) * Pb) 0 := by
    refine (((h1.mul_const Pa).fun_mul h2).mul_const Pb).congr_deriv ?_
    simp only [zero_smul, neg_zero, NormedSpace.exp_zero, one_mul, mul_one, mul_neg,
      sub_eq_add_neg]
  have h4 := (LinearMap.toContinuousLinearMap
    (Matrix.traceLinearMap n ℝ ℂ)).hasFDerivAt.comp_hasDerivAt (0 : ℝ) h3
  refine HasDerivAt.congr_deriv (f' := trace ((K * Pa - Pa * K) * Pb)) h4 ?_
  -- cyclicity of the trace moves `K` to the front
  have hcyc : trace (Pa * K * Pb) = trace (K * Pb * Pa) := by
    rw [mul_assoc, Matrix.trace_mul_comm]
  rw [sub_mul, mul_sub, Matrix.trace_sub, Matrix.trace_sub, hcyc, mul_assoc, mul_assoc]
```

This formula needs no condition on the three matrices. `h1` and `h2` differentiate the exponentials, `h3` applies the product rule, and `h4` passes the derivative through the linear trace. `hcyc` is the cyclic step.

```lean
/-- For Hermitian `Pa` and `Pb`, the overlap is stationary under all rotations of the
α orbitals exactly when `Pa` and `Pb` commute. -/
theorem isStationary_iff_commute {Pa Pb : Matrix n n ℂ}
    (ha : Pa.IsHermitian) (hb : Pb.IsHermitian) :
    IsStationary Pa Pb ↔ Pa * Pb = Pb * Pa := by
  constructor
  · intro h
    -- the commutator is anti-Hermitian, so it is itself an allowed generator
    have hC : (Pa * Pb - Pb * Pa)ᴴ = -(Pa * Pb - Pb * Pa) := by
      rw [Matrix.conjTranspose_sub, Matrix.conjTranspose_mul, Matrix.conjTranspose_mul,
        ha.eq, hb.eq, neg_sub]
    have h0 := (hasDerivAt_spinOverlap (Pa * Pb - Pb * Pa) Pa Pb).unique (h _ hC)
    have h1 : trace ((Pa * Pb - Pb * Pa)ᴴ * (Pa * Pb - Pb * Pa)) = 0 := by
      rw [hC, neg_mul, Matrix.trace_neg, h0, neg_zero]
    exact sub_eq_zero.mp (Matrix.trace_conjTranspose_mul_self_eq_zero_iff.mp h1)
  · intro h K _
    have hd := hasDerivAt_spinOverlap K Pa Pb
    rwa [h, sub_self, mul_zero, Matrix.trace_zero] at hd
```

Idempotence is not needed here. `hC` shows that the commutator is an allowed generator. Uniqueness of the derivative gives `h0`, and `h1` is the vanishing sum of squares. The converse substitutes $C=0$ into the derivative formula.

## Stationary values as dimensions

```lean
/-- For commuting idempotents, `tr(Pa Pb)` is the dimension of the space of vectors
left unchanged by both. -/
theorem trace_mul_eq_finrank {Pa Pb : Matrix n n ℂ} (ia : Pa * Pa = Pa)
    (ib : Pb * Pb = Pb) (hc : Pa * Pb = Pb * Pa) :
    trace (Pa * Pb) = (Module.finrank ℂ (commonSpace Pa Pb) : ℂ) := by
  -- the product is a projection onto the common space
  have hp : LinearMap.IsProj (commonSpace Pa Pb) (Matrix.toLin' (Pa * Pb)) := by
    constructor
    · intro x
      rw [Matrix.toLin'_apply]
      change Pa *ᵥ ((Pa * Pb) *ᵥ x) = (Pa * Pb) *ᵥ x ∧
        Pb *ᵥ ((Pa * Pb) *ᵥ x) = (Pa * Pb) *ᵥ x
      constructor
      · rw [Matrix.mulVec_mulVec, ← mul_assoc, ia]
      · rw [Matrix.mulVec_mulVec, hc, ← mul_assoc, ib]
    · intro x hx
      have hx' : Pa *ᵥ x = x ∧ Pb *ᵥ x = x := hx
      rw [Matrix.toLin'_apply, ← Matrix.mulVec_mulVec, hx'.2, hx'.1]
  have ht := hp.trace
  rw [LinearMap.trace_eq_matrix_trace ℂ (Pi.basisFun ℂ n),
    LinearMap.toMatrix_eq_toMatrix', LinearMap.toMatrix'_toLin'] at ht
  exact ht
```

`hp` contains the two facts about $Q$: its values lie in the common space, and it fixes that space. `hp.trace` equates its trace with the dimension, `Module.finrank`, and the remaining lines turn the trace of the linear map into that of the matrix.

```lean
/-- If the overlap of two Hermitian idempotent density matrices is stationary, then
`tr(Pa Pb)` is a natural number: the dimension of their common occupied space. -/
theorem stationary_overlap_eq_finrank {Pa Pb : Matrix n n ℂ}
    (ha : Pa.IsHermitian) (hb : Pb.IsHermitian) (ia : Pa * Pa = Pa) (ib : Pb * Pb = Pb)
    (h : IsStationary Pa Pb) :
    trace (Pa * Pb) = (Module.finrank ℂ (commonSpace Pa Pb) : ℂ) :=
  trace_mul_eq_finrank ia ib ((isStationary_iff_commute ha hb).mp h)
```

Stationarity supplies the commutation required by the previous theorem.

```lean
/-- If the overlap of two Hermitian idempotent density matrices is stationary, then
`tr Pb - tr(Pa Pb)` is the dimension of the space occupied in β and empty in α. -/
theorem stationary_contamination_eq_finrank {Pa Pb : Matrix n n ℂ}
    (ha : Pa.IsHermitian) (hb : Pb.IsHermitian) (ia : Pa * Pa = Pa) (ib : Pb * Pb = Pb)
    (h : IsStationary Pa Pb) :
    trace Pb - trace (Pa * Pb) = (Module.finrank ℂ (commonSpace (1 - Pa) Pb) : ℂ) := by
  have hc := (isStationary_iff_commute ha hb).mp h
  -- `1 - Pa` projects onto the empty α orbitals
  have iq : (1 - Pa) * (1 - Pa) = 1 - Pa := by simp [mul_sub, sub_mul, ia]
  have hq : (1 - Pa) * Pb = Pb * (1 - Pa) := by
    rw [sub_mul, mul_sub, one_mul, mul_one, hc]
  rw [← trace_mul_eq_finrank iq ib hq, sub_mul, one_mul, Matrix.trace_sub]
```

`iq` and `hq` establish idempotence and commutation for $1-P_a$; expanding the trace gives the difference.

## Two integer overlaps, one of them stationary

```lean
/-- The projector on the first two of three orbitals. -/
def diagA : Matrix (Fin 3) (Fin 3) ℂ := !![1, 0, 0; 0, 1, 0; 0, 0, 0]

/-- The projector on the first and third of three orbitals. -/
def diagB : Matrix (Fin 3) (Fin 3) ℂ := !![1, 0, 0; 0, 0, 0; 0, 0, 1]

/-- The projectors `diagA` and `diagB` are Hermitian and idempotent, and their overlap is
stationary with value 1. -/
theorem stationary_witness :
    diagA.IsHermitian ∧ diagB.IsHermitian ∧ diagA * diagA = diagA ∧ diagB * diagB = diagB ∧
      IsStationary diagA diagB ∧ trace (diagA * diagB) = 1 := by
  have ha : diagA.IsHermitian := by
    ext i j
    fin_cases i <;> fin_cases j <;> simp [diagA]
  have hb : diagB.IsHermitian := by
    ext i j
    fin_cases i <;> fin_cases j <;> simp [diagB]
  refine ⟨ha, hb, ?_, ?_, (isStationary_iff_commute ha hb).mpr ?_, ?_⟩
  · ext i j
    fin_cases i <;> fin_cases j <;> simp [diagA, Matrix.mul_apply, Fin.sum_univ_succ]
  · ext i j
    fin_cases i <;> fin_cases j <;> simp [diagB, Matrix.mul_apply, Fin.sum_univ_succ]
  · ext i j
    fin_cases i <;> fin_cases j <;>
      simp [diagA, diagB, Matrix.mul_apply, Fin.sum_univ_succ]
  · simp [diagA, diagB, Matrix.trace, Fin.sum_univ_succ]
```

These projectors share one orbital. Their overlap is 1 and their contamination is also 1, so a stationary overlap does not mean a spin-pure state. The matrix identities are checked entry by entry.

```lean
/-- The projector on the first two of four orbitals. -/
def pairA : Matrix (Fin 4) (Fin 4) ℂ :=
  !![1, 0, 0, 0; 0, 1, 0, 0; 0, 0, 0, 0; 0, 0, 0, 0]

/-- The projector on the span of two vectors: the sum of orbitals 1 and 3, and the sum of orbitals 2
and 4. -/
def pairB : Matrix (Fin 4) (Fin 4) ℂ :=
  !![1/2, 0, 1/2, 0; 0, 1/2, 0, 1/2; 1/2, 0, 1/2, 0; 0, 1/2, 0, 1/2]

/-- An integer overlap does not imply stationarity: the Hermitian idempotents `pairA` and
`pairB` have overlap 1, which is not stationary. -/
theorem integer_overlap_not_stationary :
    pairA.IsHermitian ∧ pairB.IsHermitian ∧ pairA * pairA = pairA ∧ pairB * pairB = pairB ∧
      trace (pairA * pairB) = 1 ∧ ¬ IsStationary pairA pairB := by
  have ha : pairA.IsHermitian := by
    ext i j
    fin_cases i <;> fin_cases j <;> simp [pairA]
  have hb : pairB.IsHermitian := by
    ext i j
    fin_cases i <;> fin_cases j <;> simp [pairB]
  refine ⟨ha, hb, ?_, ?_, ?_, ?_⟩
  · ext i j
    fin_cases i <;> fin_cases j <;> simp [pairA, Matrix.mul_apply, Fin.sum_univ_four]
  · ext i j
    fin_cases i <;> fin_cases j <;>
      simp [pairB, Matrix.mul_apply, Fin.sum_univ_four] <;> norm_num
  · simp [pairA, pairB, Matrix.trace, Fin.sum_univ_four]
    norm_num
  · intro h
    -- the two products differ in the entry coupling orbitals 1 and 3
    have h02 := congrFun (congrFun ((isStationary_iff_commute ha hb).mp h) 0) 2
    simp [pairA, pairB, Matrix.mul_apply, Fin.sum_univ_four] at h02

end

end StationarySpinContamination
```

Here the overlap is again 1, but the matrices do not commute. Counting indices from 0 as Lean does, entry $(0,2)$ is $1/2$ in $P_aP_b$ and $0$ in $P_bP_a$; `h02` extracts this contradiction.

```lean
#print axioms StationarySpinContamination.isStationary_iff_commute
#print axioms StationarySpinContamination.stationary_overlap_eq_finrank
#print axioms StationarySpinContamination.stationary_contamination_eq_finrank
#print axioms StationarySpinContamination.integer_overlap_not_stationary
```

```
'StationarySpinContamination.isStationary_iff_commute' depends on axioms: [propext, Classical.choice, Quot.sound]
'StationarySpinContamination.stationary_overlap_eq_finrank' depends on axioms: [propext, Classical.choice, Quot.sound]
'StationarySpinContamination.stationary_contamination_eq_finrank' depends on axioms: [propext, Classical.choice, Quot.sound]
'StationarySpinContamination.integer_overlap_not_stationary' depends on axioms: [propext, Classical.choice, Quot.sound]
```
